# Around-mean-field staircase: for U ≥ 0, each integer filling strictly between empty and full is optimal on a closed interval of level positions

Suppose you look for the best filling of a correlated shell by setting the derivative of its around-mean-field energy to zero. For U > 0 and a nonzero level position x, there is no stationary point at all. At x = 0 the stationary points are the uniform occupations, which have the highest energy for their electron number. With two or more orbitals, the minimum therefore lies at the edge of the set of allowed density matrices.

The shell has d degenerate orbitals in one spin channel and a density matrix n. Its energy is

E(n) = −x Tr n − (U/2) Tr((n − Tr n/d)²).

Here x is the energy gained per added electron before the correction, that is, the chemical potential minus the level energy; it is not a coordinate. The constant U stands for the screened Coulomb repulsion within the shell less the exchange, a difference often written U_eff. The electron number is free. For which x does a filling with N electrons have the lowest energy?

The answer describes how this DFT+U correction favours integer occupations in an isolated shell whose remaining energy is linear in electron number. Going from there to a real DFT+U calculation means adding hybridisation and the nonlinear density dependence of the other energy terms, which this model leaves out.

## The shell, its energy and its allowed states

```lean
import Mathlib

open Matrix
open scoped ComplexOrder

namespace AMFStaircase

noncomputable section
```

Density matrices are complex d × d matrices.

```lean
/-- Complex matrices on a shell of `d` orbitals. -/
abbrev Mat (d : ℕ) := Matrix (Fin d) (Fin d) ℂ
```

The energy is the trace formula above. The `.re` takes real parts, which loses nothing for Hermitian n.

```lean
/-- The around-mean-field energy `-x Tr n - (U/2) Tr((n - Tr n / d)²)` of a degenerate shell
with `d ≥ 1` orbitals and density matrix `n`. -/
def amfEnergy {d : ℕ} (U x : ℝ) (n : Mat d) : ℝ :=
  -x * n.trace.re - U / 2 * ((n - (n.trace / d) • (1 : Mat d)) ^ 2).trace.re
```

Positive semidefiniteness, which includes Hermiticity, of n and 1 − n puts every occupation between 0 and 1.

```lean
/-- An admissible density matrix: `n` and `1 - n` are positive semidefinite. -/
def Admissible {d : ℕ} (n : Mat d) : Prop := n.PosSemidef ∧ (1 - n).PosSemidef
```

An N-electron filling is an orthogonal projection, in any orbital basis, with matrix rank N.

```lean
/-- `P` is an orthogonal projection of rank `N`. -/
structure IsRankProjection {d : ℕ} (N : ℕ) (P : Mat d) : Prop where
  herm : P.IsHermitian
  idem : P * P = P
  rank_eq : P.rank = N
```

A minimiser is global, over all electron numbers, and ties are allowed.

```lean
/-- `P` is admissible and no admissible density matrix has a lower energy. -/
def IsMinimiser {d : ℕ} (U x : ℝ) (P : Mat d) : Prop :=
  Admissible P ∧ ∀ n : Mat d, Admissible n → amfEnergy U x P ≤ amfEnergy U x n
```

## (a) Two traces fix the energy

**Task.** For d ≥ 1, write T = Tr n and Q = Tr n², both real. Show that

E(n) = −xT − (U/2)(Q − T²/d).

**Solution.** Put c = T/d. Then (n − c)² = n² − 2cn + c²·1, and its trace is

Q − 2cT + c²d = Q − 2T²/d + T²/d = Q − T²/d.

The right-hand side of the target is named `occEnergy`; below it is written E(T, Q). In the proof, `h` expands the square and `linear_combination` carries out the cancellation, using d·d⁻¹ = 1.

```lean
/-- The energy as a function of `T = Tr n` and `Q = Tr n²`, for `d ≥ 1` orbitals. -/
def occEnergy (U x : ℝ) (d : ℕ) (T Q : ℝ) : ℝ := -x * T - U / 2 * (Q - T ^ 2 / d)

/-- For `d ≥ 1` and real traces `T = Tr n`, `Q = Tr n²`, the energy depends on `n` only
through `T` and `Q`. -/
theorem amfEnergy_eq {d : ℕ} (hd : 0 < d) (U x : ℝ) {n : Mat d} {T Q : ℝ}
    (hT : n.trace = (T : ℂ)) (hQ : (n * n).trace = (Q : ℂ)) :
    amfEnergy U x n = occEnergy U x d T Q := by
  have h : ∀ c : ℂ, (n - c • (1 : Mat d)) ^ 2
      = n * n - (2 * c) • n + (c * c) • (1 : Mat d) := by
    intro c
    simp only [pow_two, sub_mul, mul_sub, smul_mul_assoc, mul_smul_comm, one_mul, mul_one]
    module
  have hi : (d : ℂ) * (d : ℂ)⁻¹ = 1 := mul_inv_cancel₀ (by exact_mod_cast hd.ne')
  have key : ((n - (n.trace / d) • (1 : Mat d)) ^ 2).trace = ((Q - T ^ 2 / d : ℝ) : ℂ) := by
    rw [h, trace_add, trace_sub, trace_smul, trace_smul, trace_one, hQ, hT, Fintype.card_fin]
    push_cast
    simp only [smul_eq_mul, div_eq_mul_inv]
    linear_combination ((T : ℂ) ^ 2 * (d : ℂ)⁻¹) * hi
  rw [amfEnergy, key, hT, Complex.ofReal_re, Complex.ofReal_re, occEnergy]
```

## (b) From a density matrix to occupations

**Task.** Show that an admissible n has numbers lᵢ in [0, 1], one per orbital, with

Tr n = Σᵢ lᵢ and Tr n² = Σᵢ lᵢ².

**Solution.** Diagonalise: n = V D V†, with V†V = 1 and D = diag(lᵢ) real. The matrix V†nV = D is positive semidefinite, so lᵢ ≥ 0. So is V†(1 − n)V = 1 − D, so lᵢ ≤ 1. Since n² = V D² V†, cyclicity of the trace gives both sums.

Lean writes V† as `star V`. The steps `hD'` and `hsq` are the formulas for D and n², and `h0` and `h1` carry positivity over to the diagonal matrices.

```lean
/-- An admissible density matrix has occupations in `[0, 1]` whose sum is `Tr n` and whose
squares sum to `Tr n²`. -/
theorem exists_occupations {d : ℕ} {n : Mat d} (h : Admissible n) :
    ∃ l : Fin d → ℝ, (∀ i, 0 ≤ l i ∧ l i ≤ 1) ∧ n.trace = ((∑ i, l i : ℝ) : ℂ) ∧
      (n * n).trace = ((∑ i, l i ^ 2 : ℝ) : ℂ) := by
  obtain ⟨hn, hn'⟩ := h
  -- diagonalise n by a unitary V
  obtain ⟨V, hV, l, hD⟩ : ∃ V : Mat d, star V * V = 1 ∧
      ∃ l : Fin d → ℝ, n = V * diagonal (fun i => (l i : ℂ)) * star V :=
    ⟨_, Matrix.mem_unitaryGroup_iff'.1 hn.isHermitian.eigenvectorUnitary.2,
      hn.isHermitian.eigenvalues, by
        have h := hn.isHermitian.spectral_theorem
        rw [Unitary.conjStarAlgAut_apply] at h
        exact h⟩
  obtain ⟨D, hl⟩ : ∃ D : Mat d, D = diagonal (fun i => (l i : ℂ)) := ⟨_, rfl⟩
  rw [← hl] at hD
  have hD' : star V * n * V = D := by
    rw [hD, show star V * (V * D * star V) * V = (star V * V) * D * (star V * V) by
      simp only [mul_assoc], hV, one_mul, mul_one]
  have hsq : n * n = V * (D * D) * star V := by
    rw [hD, show V * D * star V * (V * D * star V) = V * D * (star V * V) * D * star V by
      simp only [mul_assoc], hV, mul_one, mul_assoc V D D]
  have h0 := hn.conjTranspose_mul_mul_same V
  have h1 := hn'.conjTranspose_mul_mul_same V
  rw [← star_eq_conjTranspose, hD', hl] at h0
  rw [← star_eq_conjTranspose, mul_sub, sub_mul, mul_one, hV, hD', hl] at h1
  refine ⟨l, fun i => ⟨?_, ?_⟩, ?_, ?_⟩
  · exact Complex.zero_le_real.1 (posSemidef_diagonal_iff.1 h0 i)
  · have h := h1.diag_nonneg (i := i)
    rw [Matrix.sub_apply, Matrix.one_apply_eq, Matrix.diagonal_apply_eq] at h
    exact sub_nonneg.1 (by exact_mod_cast h)
  · rw [hD, trace_mul_comm, ← mul_assoc, hV, one_mul, hl, trace_diagonal, Complex.ofReal_sum]
  · rw [hsq, trace_mul_comm, ← mul_assoc, hV, one_mul, hl, diagonal_mul_diagonal,
      trace_diagonal, Complex.ofReal_sum]
    exact Finset.sum_congr rfl fun i _ => by push_cast; ring
```

## (c) Rounding fractional occupations

**Task.** Let U ≥ 0 and d ≥ 1, and take a finite set s of orbitals with occupations lᵢ in [0, 1]. Let the real numbers S and Q now be the contributions of all other orbitals to the two traces. Find a whole number k ≥ 0 with

E(S + k, Q + k) ≤ E(S + Σᵢ lᵢ, Q + Σᵢ lᵢ²), the sums running over s.

The same k enters both arguments because a filled orbital has 1² = 1.

**Solution.** Use induction on the set. With no orbitals, take k = 0. When an orbital with occupation l is added, apply the induction hypothesis with S + l and Q + l² in place of S and Q. This rounds the others to some k without raising the energy. For the remaining orbital, direct expansion gives

E(S + l + k, Q + l² + k) − [(1 − l) E(S + k, Q + k) + l E(S + k + 1, Q + k + 1)] = (U/2)(1 − 1/d) l(1 − l) ≥ 0.

The bracket is a weighted mean of the energies with this orbital empty and filled, so the lower of the two does not exceed the energy at l. Choose k or k + 1 accordingly.

The identity is `hc`, its sign is `hpos`, and `le_total` makes the choice.

```lean
/-- For `U ≥ 0`, `d ≥ 1`, occupations `l i` in `[0, 1]` and any real `S` and `Q`, there is a natural
number `k` (no upper bound is asserted) such that replacing both `∑ l i` and `∑ l i ^ 2` over `s` by
`k` does not raise `occEnergy`. -/
theorem exists_integer_filling {ι : Type*} {U : ℝ} (hU : 0 ≤ U) (x : ℝ) {d : ℕ} (hd : 0 < d)
    (l : ι → ℝ) (hl : ∀ i, 0 ≤ l i ∧ l i ≤ 1) (s : Finset ι) : ∀ S Q : ℝ, ∃ k : ℕ,
      occEnergy U x d (S + k) (Q + k)
        ≤ occEnergy U x d (S + ∑ i ∈ s, l i) (Q + ∑ i ∈ s, l i ^ 2) := by
  classical
  induction s using Finset.induction_on with
  | empty => exact fun S Q => ⟨0, by simp⟩
  | insert a s ha ih =>
    intro S Q
    obtain ⟨k, hk⟩ := ih (S + l a) (Q + l a ^ 2)
    rw [Finset.sum_insert ha, Finset.sum_insert ha, ← add_assoc, ← add_assoc]
    obtain ⟨h0, h1⟩ := hl a
    -- the energy is concave in the single occupation l a
    have hc : occEnergy U x d (S + l a + k) (Q + l a ^ 2 + k)
        - ((1 - l a) * occEnergy U x d (S + k) (Q + k)
          + l a * occEnergy U x d (S + (k + 1 : ℕ)) (Q + (k + 1 : ℕ)))
        = U / 2 * (1 - (d : ℝ)⁻¹) * (l a * (1 - l a)) := by
      unfold occEnergy; push_cast; ring
    have hd1 : (d : ℝ)⁻¹ ≤ 1 := inv_le_one_of_one_le₀ (by exact_mod_cast hd)
    have hpos : 0 ≤ U / 2 * (1 - (d : ℝ)⁻¹) * (l a * (1 - l a)) :=
      mul_nonneg (mul_nonneg (by linarith) (by linarith)) (mul_nonneg h0 (by linarith))
    rcases le_total (occEnergy U x d (S + k) (Q + k))
      (occEnergy U x d (S + (k + 1 : ℕ)) (Q + (k + 1 : ℕ))) with hab | hab
    · exact ⟨k, by nlinarith [mul_nonneg h0 (sub_nonneg.2 hab)]⟩
    · exact ⟨k + 1, by nlinarith [mul_nonneg (sub_nonneg.2 h1) (sub_nonneg.2 hab)]⟩
```

## (d) Counting electrons in a projection

**Task.** For a matrix with P² = P, show that

Tr P = rank P.

**Solution.** P acts as the identity on its range and as zero on its kernel, and these two subspaces together span the whole space. In a basis adapted to them, P is diagonal with rank P ones and otherwise zeros. Hermiticity is not needed.

In Lean, `hp` says that P projects onto its range, and `ht` identifies the trace of the linear map with that of the matrix.

```lean
/-- The trace of an idempotent matrix is its rank. -/
theorem trace_eq_rank {d : ℕ} {P : Mat d} (h : P * P = P) : P.trace = (P.rank : ℂ) := by
  have hp : LinearMap.IsProj (LinearMap.range P.mulVecLin) P.mulVecLin := by
    refine ⟨fun v => ⟨v, rfl⟩, ?_⟩
    rintro _ ⟨v, rfl⟩
    simp only [Matrix.mulVecLin_apply, Matrix.mulVec_mulVec, h]
  have ht : LinearMap.trace ℂ (Fin d → ℂ) P.mulVecLin = P.trace := by
    rw [LinearMap.trace_eq_matrix_trace ℂ (Pi.basisFun ℂ (Fin d)),
      LinearMap.toMatrix_eq_toMatrix', ← Matrix.toLin'_apply', LinearMap.toMatrix'_toLin']
  rw [← ht, hp.trace, Matrix.rank]
```

## (e) An explicit filling for every electron number

**Task.** For 0 ≤ k ≤ d, show that an orthogonal projection of rank k is given by

F = diag(1, …, 1, 0, …, 0), with k ones.

**Solution.** F is real and diagonal, hence Hermitian. Its entries equal their own squares, so F² = F. Its trace is k, and by (d) so is its rank.

Lean numbers the orbitals from 0, so the filled ones satisfy `(i : ℕ) < k`.

```lean
/-- The density matrix with the orbitals numbered below `k` filled and the others empty. -/
def filled (d k : ℕ) : Mat d := diagonal fun i => if (i : ℕ) < k then 1 else 0

/-- Filling the first `k ≤ d` orbitals gives an orthogonal projection of rank `k`. -/
theorem isRankProjection_witness {d k : ℕ} (hk : k ≤ d) : IsRankProjection k (filled d k) := by
  have hi : filled d k * filled d k = filled d k := by
    rw [filled, diagonal_mul_diagonal]
    congr 1
    funext i
    split_ifs <;> simp
  have hf : (Finset.range d).filter (fun i => i < k) = Finset.range k := by
    ext i
    simp only [Finset.mem_filter, Finset.mem_range]
    omega
  have ht : (filled d k).trace = (k : ℂ) := by
    rw [filled, trace_diagonal, Fin.sum_univ_eq_sum_range (fun i => if i < k then (1 : ℂ) else 0) d,
      Finset.sum_boole, hf, Finset.card_range]
  refine ⟨?_, hi, by exact_mod_cast (trace_eq_rank hi).symm.trans ht⟩
  rw [Matrix.IsHermitian, filled, diagonal_conjTranspose]
  congr 1
  funext i
  simp only [Pi.star_apply]
  split_ifs <;> simp
```

## (f) The energy of N filled orbitals

**Task.** For d ≥ 1, show that a rank-N orthogonal projection P is admissible and that

E(P) = −xN − (U/2)(N − N²/d).

**Solution.** Since P = P†P and 1 − P = (1 − P)†(1 − P), both are positive semidefinite. By (d), Tr P = N, and Tr P² = Tr P = N. Insert T = Q = N into (a).

```lean
/-- An orthogonal projection is admissible, and for `d ≥ 1` its energy is that of `N` filled
orbitals, `N` being its rank. -/
theorem projection_energy {d N : ℕ} (hd : 0 < d) (U x : ℝ) {P : Mat d}
    (hP : IsRankProjection N P) : Admissible P ∧ amfEnergy U x P = occEnergy U x d N N := by
  have ht : P.trace = ((N : ℝ) : ℂ) := by
    rw [trace_eq_rank hP.idem, hP.rank_eq]; norm_cast
  have h := posSemidef_conjTranspose_mul_self P
  have h' := posSemidef_conjTranspose_mul_self (1 - P)
  have h2 : (1 - P) * (1 - P) = 1 - P := by
    simp only [sub_mul, mul_sub, one_mul, mul_one, hP.idem, sub_self, sub_zero]
  rw [hP.herm.eq, hP.idem] at h
  rw [conjTranspose_sub, conjTranspose_one, hP.herm.eq, h2] at h'
  exact ⟨⟨h, h'⟩, amfEnergy_eq hd U x ht (by rw [hP.idem, ht])⟩
```

## (g) When N electrons are optimal

**Task.** Let U ≥ 0 and 0 < N < d. Show that a rank-N orthogonal projection minimises the energy if and only if

U(2N − 1)/(2d) ≤ x + U/2 ≤ U(2N + 1)/(2d).

**Solution.** Write E_k = E(k, k) for every whole number k ≥ 0. For k ≤ d this is the energy of k filled orbitals; part (c) does not state that its k is at most d, and the argument below does not need it. Then

E_k − E_N = (k − N) [U(k + N)/(2d) − (x + U/2)].

Suppose first that the projection is a minimiser. Because 0 < N < d, fillings with N + 1 and N − 1 electrons exist by (e). Setting k = N + 1 gives the upper bound, and k = N − 1 the lower.

Conversely, assume both bounds and take any admissible n. Parts (b) and (c), with S = Q = 0, give a k with E_k ≤ E(n). If k > N, then k + N ≥ 2N + 1 and the bracket is nonnegative. If k < N, then k + N ≤ 2N − 1 and the bracket is nonpositive. In both cases, and trivially for k = N, the product is nonnegative, so E_N ≤ E_k ≤ E(n).

In Lean, `hdiff` is the energy difference, `hcmp` the comparison with explicit fillings, and `lt_trichotomy` the split by k. The theorem applies to every rank-N projection, so the choice of occupied orbitals is immaterial. It does not claim that projections are the only minimisers.

```lean
/-- **AMF staircase.** For `U ≥ 0` and `0 < N < d`, a rank-`N` orthogonal projection minimises
the energy if and only if `U(2N-1)/(2d) ≤ x + U/2 ≤ U(2N+1)/(2d)`. -/
theorem amf_staircase {d N : ℕ} {U : ℝ} (hU : 0 ≤ U) (x : ℝ) (hN : 0 < N) (hNd : N < d)
    {P : Mat d} (hP : IsRankProjection N P) : IsMinimiser U x P ↔
      U * (2 * N - 1) / (2 * d) ≤ x + U / 2 ∧ x + U / 2 ≤ U * (2 * N + 1) / (2 * d) := by
  have hd : 0 < d := by omega
  obtain ⟨hadm, hE⟩ := projection_energy hd U x hP
  have hw : 0 ≤ U / (2 * (d : ℝ)) := by positivity
  -- energy difference between k and N filled orbitals
  have hdiff : ∀ k : ℝ, occEnergy U x d k k - occEnergy U x d N N
      = (k - N) * (U / (2 * d) * (k + N) - (x + U / 2)) := by
    intro k; unfold occEnergy; ring
  rw [mul_div_right_comm, mul_div_right_comm]
  constructor
  · -- compare with one electron less and one electron more
    rintro ⟨-, hmin⟩
    have hcmp : ∀ k : ℕ, k ≤ d → occEnergy U x d N N ≤ occEnergy U x d k k := by
      intro k hk
      obtain ⟨ha, he⟩ := projection_energy hd U x (isRankProjection_witness hk)
      rw [← hE, ← he]
      exact hmin _ ha
    have hup := hcmp (N + 1) (by omega)
    have hdn := hcmp (N - 1) (by omega)
    rw [Nat.cast_sub (by omega : 1 ≤ N)] at hdn
    push_cast at hup hdn
    have d1 := hdiff (N + 1)
    have d2 := hdiff (N - 1)
    constructor <;> linarith
  · -- round the occupations, then compare integer fillings
    rintro ⟨h1, h2⟩
    refine ⟨hadm, fun n hn => ?_⟩
    obtain ⟨l, hl, hT, hQ⟩ := exists_occupations hn
    obtain ⟨k, hk⟩ := exists_integer_filling hU x hd l hl Finset.univ 0 0
    simp only [zero_add] at hk
    rw [hE, amfEnergy_eq hd U x hT hQ]
    refine le_trans (sub_nonneg.1 ?_) hk
    rw [hdiff]
    rcases lt_trichotomy k N with h | h | h
    · have hr : (k : ℝ) + 1 ≤ N := by exact_mod_cast h
      have := mul_nonneg hw (by linarith : (0 : ℝ) ≤ N - k - 1)
      exact mul_nonneg_of_nonpos_of_nonpos (by linarith) (by linarith)
    · simp [h]
    · have hr : (N : ℝ) + 1 ≤ k := by exact_mod_cast h
      have := mul_nonneg hw (by linarith : (0 : ℝ) ≤ k - N - 1)
      exact mul_nonneg (by linarith) (by linarith)
```

## (h) The width of a plateau

**Task.** Under the same conditions, show that the optimal values of x form the closed interval

[a, a + U/d], where a = U(2N − 1)/(2d) − U/2.

**Solution.** Subtract U/2 throughout the condition in (g). The two ends differ by 2U/(2d) = U/d. At U = 0 the interval shrinks to the point x = 0.

```lean
/-- For `U ≥ 0` and `0 < N < d`, the values of `x` at which a rank-`N` orthogonal projection
minimises the energy form a closed interval of length `U/d`. -/
theorem plateau_width {d N : ℕ} {U : ℝ} (hU : 0 ≤ U) (hN : 0 < N) (hNd : N < d)
    {P : Mat d} (hP : IsRankProjection N P) :
    {x : ℝ | IsMinimiser U x P} = Set.Icc (U * (2 * N - 1) / (2 * d) - U / 2)
      (U * (2 * N - 1) / (2 * d) - U / 2 + U / d) := by
  ext x
  have e : U * (2 * N + 1) / (2 * d) = U * (2 * (N : ℝ) - 1) / (2 * d) + U / d := by ring
  rw [Set.mem_ofPred_eq, amf_staircase hU x hN hNd hP, Set.mem_Icc, e]
  constructor <;> rintro ⟨h1, h2⟩ <;> constructor <;> linarith

end

end AMFStaircase
```

```lean
#print axioms AMFStaircase.exists_integer_filling
#print axioms AMFStaircase.plateau_width
```

```
'AMFStaircase.exists_integer_filling' depends on axioms: [propext, Classical.choice, Quot.sound]
'AMFStaircase.plateau_width' depends on axioms: [propext, Classical.choice, Quot.sound]
```

## Five orbitals with U = 5

Take d = 5 and U = 5 in any energy unit. For N = 2 the condition reads 1.5 ≤ x + 2.5 ≤ 2.5, so the plateau is −1 ≤ x ≤ 0. For N = 3 it is 0 ≤ x ≤ 1. Both have width 1.

At x = −0.5, in the middle of the first plateau, E_k = −2k + k²/2. For k = 0, …, 5 this gives

0, −1.5, −2, −1.5, 0, 2.5,

with the minimum at k = 2. Two electrons spread evenly over the five orbitals have energy +1 instead. At the common edge x = 0, E₂ = E₃ = −3, and both fillings are optimal.
